# Two Non-Interacting Finite Systems Inherit the Smaller of Their Gap Bounds

Separate energy bounds for two subsystems do not immediately control the entangled states of the pair. Let $u$ and $v$ be reference states of the two systems, with $u'\perp u$ and $v'\perp v$, all normalised. The state $(u\otimes v'+u'\otimes v)/\sqrt2$ is orthogonal to $u\otimes v$, yet each subsystem is still found in its reference state with probability one half. Neither subsystem bound for states orthogonal to the reference applies to it directly, and a check on product states misses it. An operator inequality covers all states at once.

## States, projectors and Hamiltonians

The subsystems have finite-dimensional state spaces, with basis labels in the types `m` and `n`. Operators are complex matrices, and the composite system has basis labels in `m × n`.

```lean
import Mathlib

open Matrix
open scoped Kronecker ComplexOrder

namespace NonInteractingGap

noncomputable section

variable {m n : Type*}
```

For a unit vector $u$, the projector onto the state is $P=uu^\dagger$, with entries $u_i\overline{u_j}$. The definition accepts any vector; normalisation enters later as a hypothesis.

```lean
/-- The outer product `u uᴴ` of a vector `u`, with entries `u i * star (u j)`. -/
def projector (u : n → ℂ) : Matrix n n ℂ := vecMulVec u (star u)
```

The product state has amplitudes $(u\otimes v)_{(i,j)}=u_iv_j$.

```lean
/-- The product state `u ⊗ v` of the composite system. -/
def tensorVec (u : m → ℂ) (v : n → ℂ) : m × n → ℂ := fun p => u p.1 * v p.2
```

Most of the argument uses only $P^\dagger=P$ and $P^2=P$, so it also applies to projectors of higher rank, such as those onto degenerate levels.

```lean
/-- An orthogonal projector: Hermitian and idempotent. -/
structure IsOrthProjector [Fintype n] (P : Matrix n n ℂ) : Prop where
  herm : Pᴴ = P
  idem : P * P = P
```

With Hamiltonians $H$ and $K$ and no coupling, the total Hamiltonian is $H\otimes1+1\otimes K$. The subsystems are treated as distinguishable: no antisymmetrisation between them is imposed.

```lean
/-- The non-interacting Hamiltonian `H ⊗ 1 + 1 ⊗ K` of two subsystems. -/
def kronSum [DecidableEq m] [DecidableEq n] (H : Matrix m m ℂ) (K : Matrix n n ℂ) :
    Matrix (m × n) (m × n) ℂ :=
  H ⊗ₖ (1 : Matrix n n ℂ) + (1 : Matrix m m ℂ) ⊗ₖ K
```

For real $a$ and $g$, define
$$D_H=H-a-g(1-P).$$
The gap bound is the condition $D_H\ge0$, meaning that $D_H$ is positive semidefinite. It says that $H$ is bounded below by $a$ on the range of $P$ and by $a+g$ on its orthogonal complement, in the joint sense of an operator inequality. This is assumed for each subsystem. It makes $H$ Hermitian when $P$ is, but does not require $Hu=au$. If that equation does hold and $g\ge0$, then $a$ is the ground-state energy and $g$ a lower bound on the gap above $u$.

```lean
/-- The operator `H - a - g (1 - P)` for real `a` and `g`. -/
def gapDefect [DecidableEq n] (H : Matrix n n ℂ) (a g : ℝ) (P : Matrix n n ℂ) :
    Matrix n n ℂ :=
  H - (a : ℂ) • (1 : Matrix n n ℂ) - (g : ℂ) • (1 - P)
```

## Facts about projectors

The projector onto a product state factorises:
$$u_iv_j\,\overline{u_kv_l}=(u_i\overline{u_k})(v_j\overline{v_l}).$$
The proof compares entries in this way.

```lean
/-- The tensor product of `u uᴴ` and `v vᴴ` is `w wᴴ` for the product state `w = u ⊗ v`. -/
theorem projector_kronecker (u : m → ℂ) (v : n → ℂ) :
    projector u ⊗ₖ projector v = projector (tensorVec u v) := by
  ext p q
  simp only [projector, tensorVec, kroneckerMap_apply, vecMulVec_apply, Pi.star_apply,
    star_mul']
  ring
```

If $u^\dagger u=1$, then $(uu^\dagger)^\dagger=uu^\dagger$ and $(uu^\dagger)(uu^\dagger)=u(u^\dagger u)u^\dagger=uu^\dagger$. In Lean, normalisation reads `star u ⬝ᵥ u = 1`, and the `calc` block pulls the sum $u^\dagger u$ out of the matrix product.

```lean
variable [Fintype m] [Fintype n]

/-- For a unit vector `u`, the operator `u uᴴ` is an orthogonal projector. -/
theorem isOrthProjector_projector {u : n → ℂ} (hu : star u ⬝ᵥ u = 1) :
    IsOrthProjector (projector u) := by
  constructor
  · ext i j
    simp only [projector, conjTranspose_apply, vecMulVec_apply, Pi.star_apply, star_mul',
      star_star]
    ring
  · ext i j
    have hu' : ∑ k, star (u k) * u k = 1 := hu
    simp only [projector, Matrix.mul_apply, vecMulVec_apply, Pi.star_apply]
    -- `u (uᴴ u) uᴴ = u uᴴ`
    calc ∑ k, u i * star (u k) * (u k * star (u j))
        = u i * (∑ k, star (u k) * u k) * star (u j) := by
          rw [Finset.mul_sum, Finset.sum_mul]
          exact Finset.sum_congr rfl fun k _ => by ring
      _ = u i * star (u j) := by rw [hu', mul_one]
```

An orthogonal projector is positive semidefinite because $P=P^\dagger P$, so that $x^\dagger Px=\|Px\|^2\ge0$ for every vector $x$.

```lean
/-- An orthogonal projector is positive semidefinite. -/
theorem IsOrthProjector.posSemidef {P : Matrix n n ℂ} (hP : IsOrthProjector P) :
    P.PosSemidef := by
  have h := posSemidef_conjTranspose_mul_self P
  rwa [hP.herm, hP.idem] at h
```

Its complement is again a projector: $(1-P)^\dagger=1-P$ and $(1-P)^2=1-P-P+P^2=1-P$.

```lean
variable [DecidableEq n]

/-- The complement `1 - P` of an orthogonal projector is an orthogonal projector. -/
theorem IsOrthProjector.compl {P : Matrix n n ℂ} (hP : IsOrthProjector P) :
    IsOrthProjector (1 - P) := by
  constructor
  · rw [conjTranspose_sub, conjTranspose_one, hP.herm]
  · rw [Matrix.sub_mul, Matrix.one_mul, Matrix.mul_sub, Matrix.mul_one, hP.idem, sub_self,
      sub_zero]
```

## From an operator bound to an energy bound

Let $w$ be a vector with $H-a-g(1-ww^\dagger)\ge0$, and let $\Psi$ be a unit state with $w^\dagger\Psi=0$. Then $ww^\dagger\Psi=0$, and taking the expectation value gives
$$0\le\Psi^\dagger H\Psi-a-g.$$
The proof follows these two steps as `hP` and `hexp`. The conclusion uses `.re` because Lean's matrix expectation value has complex type.

```lean
/-- If `H - a - g (1 - w wᴴ)` is positive semidefinite, every unit state orthogonal to `w`
has energy expectation at least `a + g`. -/
theorem energy_ge_of_orthogonal {H : Matrix n n ℂ} {a g : ℝ} {w Ψ : n → ℂ}
    (hH : (gapDefect H a g (projector w)).PosSemidef)
    (hΨ : star Ψ ⬝ᵥ Ψ = 1) (horth : star w ⬝ᵥ Ψ = 0) :
    a + g ≤ (star Ψ ⬝ᵥ H *ᵥ Ψ).re := by
  -- the projector annihilates `Ψ`
  have hP : projector w *ᵥ Ψ = 0 := by
    ext p
    have h0 : ∑ k, star (w k) * Ψ k = 0 := horth
    show ∑ k, (w p * star (w k)) * Ψ k = 0
    simp only [mul_assoc]
    rw [← Finset.mul_sum, h0, mul_zero]
  have hexp : star Ψ ⬝ᵥ gapDefect H a g (projector w) *ᵥ Ψ
      = star Ψ ⬝ᵥ H *ᵥ Ψ - (a : ℂ) - (g : ℂ) := by
    simp only [gapDefect, Matrix.sub_mulVec, Matrix.smul_mulVec, Matrix.one_mulVec, hP,
      sub_zero, dotProduct_sub, dotProduct_smul, hΨ, smul_eq_mul, mul_one]
  have hpos : 0 ≤ star Ψ ⬝ᵥ gapDefect H a g (projector w) *ᵥ Ψ :=
    hH.dotProduct_mulVec_nonneg Ψ
  rw [hexp] at hpos
  have hre := (Complex.le_def.mp hpos).1
  simp only [Complex.zero_re, Complex.sub_re, Complex.ofReal_re] at hre
  linarith
```

## Splitting the composite operator

Let $Q$ be the second system's counterpart of $P$. Write $P'=1-P$ and $Q'=1-Q$, and let $D_K=K-b-h(1-Q)$ with real $b$ and $h$. Substituting $H=D_H+a+gP'$ and $K=D_K+b+hQ'$ gives, for any real $c$,
$$H\otimes1+1\otimes K-(a+b)-c(1-P\otimes Q)$$
$$=D_H\otimes1+1\otimes D_K+gP'\otimes1+h\,1\otimes Q'-c(1-P\otimes Q).$$
Now expand the last three terms with
$$P'\otimes1=P'\otimes Q+P'\otimes Q',\qquad 1\otimes Q'=P\otimes Q'+P'\otimes Q',$$
$$1-P\otimes Q=P'\otimes Q+P\otimes Q'+P'\otimes Q'.$$
They become
$$(g-c)P'\otimes Q+(h-c)P\otimes Q'+(g+h-c)P'\otimes Q'.$$
The weights belong to exciting the first system, the second, or both. The identity is purely algebraic and holds for arbitrary matrices; Lean checks it entry by entry with `ring`.

```lean
variable [DecidableEq m]

omit [Fintype m] [Fintype n] in
/-- The operator `H ⊗ 1 + 1 ⊗ K - (a + b) - c (1 - P ⊗ Q)` is the sum of the two subsystem
operators extended by the identity and of `(1-P) ⊗ Q`, `P ⊗ (1-Q)`, `(1-P) ⊗ (1-Q)` with
weights `g - c`, `h - c`, `g + h - c`. -/
theorem gapDefect_kronSum (H P : Matrix m m ℂ) (K Q : Matrix n n ℂ) (a b g h c : ℝ) :
    gapDefect (kronSum H K) (a + b) c (P ⊗ₖ Q)
      = gapDefect H a g P ⊗ₖ (1 : Matrix n n ℂ) + (1 : Matrix m m ℂ) ⊗ₖ gapDefect K b h Q
        + ((g - c : ℝ) : ℂ) • ((1 - P) ⊗ₖ Q) + ((h - c : ℝ) : ℂ) • (P ⊗ₖ (1 - Q))
        + ((g + h - c : ℝ) : ℂ) • ((1 - P) ⊗ₖ (1 - Q)) := by
  have h1 : (1 : Matrix (m × n) (m × n) ℂ)
      = (1 : Matrix m m ℂ) ⊗ₖ (1 : Matrix n n ℂ) := Matrix.one_kronecker_one.symm
  unfold gapDefect kronSum
  rw [h1]
  ext p q
  simp only [Matrix.add_apply, Matrix.sub_apply, Matrix.smul_apply, kroneckerMap_apply,
    smul_eq_mul]
  push_cast
  ring
```

## Positivity term by term

If $A=R^\dagger R$ and $B=S^\dagger S$, then $A\otimes B=(R\otimes S)^\dagger(R\otimes S)\ge0$. If $P$ and $Q$ are orthogonal projectors, then $P$, $Q$, $1-P$ and $1-Q$ are all positive semidefinite, so every tensor product in the splitting is too, given $D_H,D_K\ge0$. The three weights are nonnegative when $c\le\min(g,h)$ and $c\le g+h$. The proof builds the five terms as `t1` to `t5` and adds them.

```lean
/-- For orthogonal projectors `P`, `Q` of any rank: if `H - a - g (1-P)` and `K - b - h (1-Q)`
are positive semidefinite, so is `H ⊗ 1 + 1 ⊗ K - (a + b) - c (1 - P ⊗ Q)` whenever
`c ≤ min g h` and `c ≤ g + h`. -/
theorem gap_bound_of_projectors {H P : Matrix m m ℂ} {K Q : Matrix n n ℂ} {a b g h c : ℝ}
    (hP : IsOrthProjector P) (hQ : IsOrthProjector Q)
    (hc : c ≤ min g h) (hc' : c ≤ g + h)
    (hH : (gapDefect H a g P).PosSemidef) (hK : (gapDefect K b h Q).PosSemidef) :
    (gapDefect (kronSum H K) (a + b) c (P ⊗ₖ Q)).PosSemidef := by
  obtain ⟨hcg, hch⟩ := le_min_iff.mp hc
  rw [gapDefect_kronSum H P K Q a b g h c]
  -- each of the five terms is positive semidefinite
  have t1 := hH.kronecker (PosSemidef.one : (1 : Matrix n n ℂ).PosSemidef)
  have t2 := (PosSemidef.one : (1 : Matrix m m ℂ).PosSemidef).kronecker hK
  have t3 := (hP.compl.posSemidef.kronecker hQ.posSemidef).smul
    (Complex.zero_le_real.mpr (sub_nonneg.mpr hcg))
  have t4 := (hP.posSemidef.kronecker hQ.compl.posSemidef).smul
    (Complex.zero_le_real.mpr (sub_nonneg.mpr hch))
  have t5 := (hP.compl.posSemidef.kronecker hQ.compl.posSemidef).smul
    (Complex.zero_le_real.mpr (sub_nonneg.mpr hc'))
  exact (((t1.add t2).add t3).add t4).add t5
```

For unit vectors $u$ and $v$, set $P=uu^\dagger$, $Q=vv^\dagger$ and $c=\min(g,h)$. The remaining condition is
$$g+h-\min(g,h)=\max(g,h)\ge0,$$
which certainly holds when $g,h\ge0$. Hence
$$H\otimes1+1\otimes K-(a+b)-\min(g,h)(1-P\otimes Q)\ge0.$$

```lean
/-- For unit vectors `u`, `v` with `P = u uᴴ`, `Q = v vᴴ` and at least one of `g`, `h`
nonnegative: if `H - a - g (1-P)` and `K - b - h (1-Q)` are positive semidefinite, so is
`H ⊗ 1 + 1 ⊗ K - (a + b) - min g h (1 - P ⊗ Q)`. -/
theorem gap_bound {H : Matrix m m ℂ} {K : Matrix n n ℂ} {u : m → ℂ} {v : n → ℂ}
    {a b g h : ℝ} (hu : star u ⬝ᵥ u = 1) (hv : star v ⬝ᵥ v = 1) (hgh : 0 ≤ max g h)
    (hH : (gapDefect H a g (projector u)).PosSemidef)
    (hK : (gapDefect K b h (projector v)).PosSemidef) :
    (gapDefect (kronSum H K) (a + b) (min g h) (projector u ⊗ₖ projector v)).PosSemidef := by
  -- `g + h - min g h = max g h`
  have hsum : min g h ≤ g + h := by linarith [min_add_max g h]
  exact gap_bound_of_projectors (isOrthProjector_projector hu) (isOrthProjector_projector hv)
    le_rfl hsum hH hK
```

Since $P\otimes Q$ projects onto $u\otimes v$, the earlier energy bound applies to every unit state $\Psi$ orthogonal to $u\otimes v$, entangled or not:
$$\Psi^\dagger(H\otimes1+1\otimes K)\Psi\ge a+b+\min(g,h).$$
In electronic-structure terms, for two non-interacting, distinguishable fragments in finite bases whose ground states are $u$ and $v$ with energies $a$ and $b$, this bounds from below the pair's excitation energies within the product of the two state spaces. If each fragment's space has a fixed electron number, charge-transfer states lie outside that product and are not covered.

```lean
/-- Under the hypotheses of `gap_bound`, every unit state of the composite system orthogonal
to `u ⊗ v` has energy expectation at least `a + b + min g h`. -/
theorem composite_energy_ge {H : Matrix m m ℂ} {K : Matrix n n ℂ} {u : m → ℂ} {v : n → ℂ}
    {a b g h : ℝ} (hu : star u ⬝ᵥ u = 1) (hv : star v ⬝ᵥ v = 1) (hgh : 0 ≤ max g h)
    (hH : (gapDefect H a g (projector u)).PosSemidef)
    (hK : (gapDefect K b h (projector v)).PosSemidef)
    {Ψ : m × n → ℂ} (hΨ : star Ψ ⬝ᵥ Ψ = 1) (horth : star (tensorVec u v) ⬝ᵥ Ψ = 0) :
    a + b + min g h ≤ (star Ψ ⬝ᵥ kronSum H K *ᵥ Ψ).re := by
  have hmain := gap_bound hu hv hgh hH hK
  rw [projector_kronecker] at hmain
  exact energy_ge_of_orthogonal hmain hΨ horth
```

## Two-level systems attain the bound

Take the Hamiltonian $\operatorname{diag}(a,a+e)$ with real $e$.

```lean
/-- The two-level Hamiltonian with diagonal entries `a` and `a + e`. -/
def twoLevel (a e : ℝ) : Matrix (Fin 2) (Fin 2) ℂ := !![(a : ℂ), 0; 0, (a : ℂ) + (e : ℂ)]
```

Its reference state is the first basis vector, which is the lower level when $e\ge0$.

```lean
/-- The first basis state of a two-level system. -/
def ground : Fin 2 → ℂ := ![1, 0]
```

Here $D_H=\operatorname{diag}(0,e-g)$, which is positive semidefinite for $g\le e$. The hypotheses are thus met by a concrete system.

```lean
/-- The first basis state `u` is a unit vector, and for `H = diag (a, a + e)` the operator
`H - a - g (1 - u uᴴ)` is positive semidefinite for every `g ≤ e`. -/
theorem gap_bound_witness (a e g : ℝ) (hge : g ≤ e) :
    star ground ⬝ᵥ ground = 1 ∧
      (gapDefect (twoLevel a e) a g (projector ground)).PosSemidef := by
  constructor
  · simp [ground, dotProduct, Fin.sum_univ_two]
  · have key : gapDefect (twoLevel a e) a g (projector ground)
        = diagonal fun i => (((![0, e - g] : Fin 2 → ℝ) i : ℝ) : ℂ) := by
      ext i j
      simp only [gapDefect, projector, Matrix.sub_apply, Matrix.smul_apply, vecMulVec_apply,
        Pi.star_apply, Matrix.one_apply, Matrix.diagonal_apply]
      fin_cases i <;> fin_cases j <;> simp [twoLevel, ground]
    rw [key, posSemidef_diagonal_iff]
    simp only [Complex.zero_le_real]
    intro i
    fin_cases i <;> simp [hge]
```

For the pair $\operatorname{diag}(a,a+g)$ and $\operatorname{diag}(b,b+h)$, the composite operator is diagonal. In the basis order $(0,0),(0,1),(1,0),(1,1)$ its entries are
$$0,\quad h-c,\quad g-c,\quad g+h-c.$$
It is positive semidefinite exactly when $c\le\min(g,h)$ and $c\le g+h$. For $g,h\ge0$ the first condition implies the second, so no constant larger than $\min(g,h)$ works for this pair. If both $g$ and $h$ are negative, $c=\min(g,h)$ violates the second condition, which shows the role of the sign hypothesis. The proof establishes the diagonal form by running through the basis labels, then reads off the inequalities.

```lean
/-- For `H = diag (a, a + g)`, `K = diag (b, b + h)` and `P = Q` the projector on the first
basis state, `H ⊗ 1 + 1 ⊗ K - (a + b) - c (1 - P ⊗ Q)` is positive semidefinite exactly when
`c ≤ min g h` and `c ≤ g + h`. -/
theorem gap_bound_sharp (a b g h c : ℝ) :
    (gapDefect (kronSum (twoLevel a g) (twoLevel b h)) (a + b) c
        (projector ground ⊗ₖ projector ground)).PosSemidef ↔ c ≤ min g h ∧ c ≤ g + h := by
  -- the operator is diagonal in the product basis
  have key : gapDefect (kronSum (twoLevel a g) (twoLevel b h)) (a + b) c
        (projector ground ⊗ₖ projector ground)
      = diagonal fun p : Fin 2 × Fin 2 =>
        (((!![0, h - c; g - c, g + h - c] : Matrix (Fin 2) (Fin 2) ℝ) p.1 p.2 : ℝ) : ℂ) := by
    ext ⟨i, j⟩ ⟨k, l⟩
    simp only [gapDefect, kronSum, projector, Matrix.sub_apply, Matrix.add_apply,
      Matrix.smul_apply, kroneckerMap_apply, vecMulVec_apply, Pi.star_apply,
      Matrix.one_apply, Matrix.diagonal_apply, Prod.mk.injEq]
    fin_cases i <;> fin_cases j <;> fin_cases k <;> fin_cases l <;>
      simp [twoLevel, ground]
    all_goals ring
  rw [key, posSemidef_diagonal_iff]
  simp only [Complex.zero_le_real]
  constructor
  · intro hd
    have h1 := hd (0, 1)
    have h2 := hd (1, 0)
    have h3 := hd (1, 1)
    simp at h1 h2 h3
    refine ⟨le_min ?_ ?_, ?_⟩ <;> linarith
  · rintro ⟨h1, h2⟩ ⟨i, j⟩
    obtain ⟨h3, h4⟩ := le_min_iff.mp h1
    fin_cases i <;> fin_cases j <;> simp <;> linarith

end

end NonInteractingGap
```

```lean
#print axioms NonInteractingGap.composite_energy_ge
#print axioms NonInteractingGap.gap_bound_sharp
```

```
'NonInteractingGap.composite_energy_ge' depends on axioms: [propext, Classical.choice, Quot.sound]
'NonInteractingGap.gap_bound_sharp' depends on axioms: [propext, Classical.choice, Quot.sound]
```
